# Extracting one field from an ordered list as a sum over the removed position

The theorem `pickSum_ofFn` concerns a finite, non-empty list of fields v₀, …, vₘ, from which one field is taken out while the others keep their order. A function F assigns to the extracted field and the remaining list a value in a commutative ring. The theorem says that the sum of these values over all extractions, defined by deleting entries from the list, equals the sum over j of F applied to vⱼ and the list that skips position j. The fields are arbitrary labels, with no operator algebra or statistics assumed, and the sum carries no signs beyond any contained in F. The proof is by induction on m: it separates the extraction of the first field from the rest on both sides, then compares the two parts.

Lean 4 with Mathlib refuses this proof:

```lean
import Mathlib

open Finset

namespace HafnianPermutationSum

variable {α R : Type*} [CommRing R]

/-- The sum of `F y M` over all ways of extracting one field `y` from a list, `M` being the
list of the remaining fields. -/
def pickSum (F : α → List α → R) (L : List α) : R :=
  ∑ j : Fin L.length, F (L.get j) (L.eraseIdx j)

/-- Extracting a field from `a :: L` means taking `a` itself or a field of `L`. -/
theorem pickSum_cons (F : α → List α → R) (a : α) (L : List α) :
    pickSum F (a :: L) = F a L + pickSum (fun y M => F y (a :: M)) L :=
  Fin.sum_univ_succ (n := L.length) _

/-- For fields labelled by positions, an extraction sum is a sum over the removed position. -/
theorem pickSum_ofFn {m : ℕ} (F : α → List α → R) (v : Fin (m + 1) → α) :
    pickSum F (List.ofFn v) = ∑ j, F (v j) (List.ofFn fun k => v (j.succAbove k)) := by
  induction m generalizing F with
  | zero =>
    have nil : ∀ G : α → List α → R, pickSum G [] = 0 := fun _ => Fin.sum_univ_zero _
    simp [List.ofFn_succ, pickSum_cons, nil]
  | succ m ih =>
    rw [List.ofFn_succ, pickSum_cons, ih, Fin.sum_univ_succ]
    simp only [Fin.zero_succAbove]
    refine congrArg₂ (fun a b : R => a + b) rfl (Finset.sum_congr rfl fun j _ => ?_)
    have e : List.ofFn (fun k => v (j.succ.succAbove k)) =
        v 0 :: List.ofFn (fun k => v (j.succAbove k).succ) := by
      simp [List.ofFn_succ]
    exact (congrArg (F (v j.succ)) e).symm

end HafnianPermutationSum
```

Messages:

```
Main.lean:29:4: error: Type mismatch
  congrArg₂ (fun a b => a + b) rfl (sum_congr rfl fun j x => ?m.96)
has type
  ?m.84 + Finset.sum ?m.93 ?m.90 = ?m.84 + Finset.sum ?m.93 ?m.91
but is expected to have type
  F (v 0) (List.ofFn fun i => v i.succ) +
      (F (v (Fin.succ 0)) (v 0 :: List.ofFn fun k => v k.succ.succ) +
        ∑ i, F (v i.succ.succ) (v 0 :: List.ofFn fun k => v (i.succ.succAbove k).succ)) =
    ∑ j, F (v j) (List.ofFn fun k => v (j.succAbove k))
```

The error comes from `Fin.sum_univ_succ` splitting the wrong sum. After `rw [..., ih]` the goal has a sum on each side: on the left one over `Fin (m + 1)`, produced by the induction hypothesis, and on the right one over `Fin (m + 1 + 1)`. The proof needs the right-hand sum split into its first term and the rest. With its size left open, the lemma also fits the left-hand sum, and `rw` split that one.

The message shows the result: three parts on the left, and on the right still a single sum over `j`. The `congrArg₂` term proves an equation between two expressions of the form "term plus sum", so it cannot match this goal.

Writing `Fin.sum_univ_succ (n := m + 1)` fixes the size, so that the lemma fits only the sum over `Fin (m + 1 + 1)`. Both sides then consist of the term for the first field plus a sum over `Fin (m + 1)`, which is the form `congrArg₂` needs.

This version goes through:

```diff
@@ -25,5 +25,5 @@
     simp [List.ofFn_succ, pickSum_cons, nil]
   | succ m ih =>
-    rw [List.ofFn_succ, pickSum_cons, ih, Fin.sum_univ_succ]
+    rw [List.ofFn_succ, pickSum_cons, ih, Fin.sum_univ_succ (n := m + 1)]
     simp only [Fin.zero_succAbove]
     refine congrArg₂ (fun a b : R => a + b) rfl (Finset.sum_congr rfl fun j _ => ?_)
```
